# Zero-energy edge states of half-infinite nearest-neighbour graphene: one third of the zone at a zigzag edge, two thirds at a bearded edge

**Q:** Take a graphene sheet that fills a half-plane, with electrons hopping only between nearest neighbours. Cut it along a straight line parallel to one of its zigzag chains of bonds. If each outermost atom keeps two neighbours, you have a zigzag edge; if each keeps a single neighbour, the edge is bearded. Both cuts are said to bind zero-energy states, at different momenta k along the edge. Your formal version has only a two-term recursion. Where is the graphene in it?

**A:** In the coefficients. Let a_n be the amplitude on the n-th row of the sublattice that contains the outermost atoms, with n = 0 at the edge. At zero energy, the hopping amplitudes arriving at each atom of the other sublattice must sum to zero. Such an atom has three neighbours. Two lie in the same row and differ by a phase exp(ik), where k is the momentum times the lattice constant; the third lies in an adjacent row. With equal hoppings divided out, the zigzag cut gives

(1 + exp(ik)) a_n + a_(n+1) = 0,

and the bearded cut exchanges the two bonds:

a_n + (1 + exp(ik)) a_(n+1) = 0.

The file starts from these equations; it doesn't derive them from a Hamiltonian.

**Q:** And the amplitudes b_n on the other sublattice?

**A:** They vanish in a normalisable zero-energy state, and a short argument by hand, which is not part of the file, shows it. For the zigzag cut, the outermost atom requires (1 + exp(−ik)) b_0 = 0, and the later ones b_n + (1 + exp(−ik)) b_(n+1) = 0. If k ≠ π modulo 2π, the first equation gives b_0 = 0 and the others carry the zero inwards; if k = π, the later equations read b_n = 0. For the bearded cut, b_0 = 0 and (1 + exp(−ik)) b_n + b_(n+1) = 0, with the same outcome.

**Q:** Then what does the file call an edge state?

**A:** A sequence of complex amplitudes on the natural numbers that is not identically zero, satisfies the recursion at every n, and has a finite sum of |a_n|². In other words, it can be normalised.

```lean
import Mathlib

open scoped Real
open MeasureTheory

namespace GrapheneEdges

noncomputable section

/-- The recursion `u a_n + v a_(n+1) = 0` on a half-infinite chain has a nonzero
square-summable solution. -/
def HasEdgeState (u v : ℂ) : Prop :=
  ∃ a : ℕ → ℂ, a ≠ 0 ∧ (∀ n, u * a n + v * a (n + 1) = 0) ∧
    Summable (fun n => ‖a n‖ ^ 2)
```

The two edges are two choices of the coefficients u and v. In `ZigzagState` the pair of bonds supplies u; in `BeardedState` it supplies v.

```lean
/-- The sum `1 + exp(ik)` of the two hopping amplitudes that carry the momentum `k`
along the edge. -/
def pairHopping (k : ℝ) : ℂ := 1 + Complex.exp (k * Complex.I)

/-- The zigzag edge has a zero-energy edge state at momentum `k`:
`(1 + exp(ik)) a_n + a_(n+1) = 0` has a nonzero square-summable solution. -/
def ZigzagState (k : ℝ) : Prop := HasEdgeState (pairHopping k) 1

/-- The bearded edge has a zero-energy edge state at momentum `k`:
`a_n + (1 + exp(ik)) a_(n+1) = 0` has a nonzero square-summable solution. -/
def BeardedState (k : ℝ) : Prop := HasEdgeState 1 (pairHopping k)
```

**Q:** When does such a sequence exist?

**A:** Exactly when |u| < |v|, provided u and v are not both zero. Taking moduli in the recursion gives

|u| |a_n| = |v| |a_(n+1)|.

Suppose |v| ≤ |u|. Then |u| > 0, and the right side is at most |u| |a_(n+1)|, so |a_n| ≤ |a_(n+1)|. The moduli never decrease into the bulk, yet summability forces them to tend to zero. Hence they all vanish, and there is no state.

Suppose instead |u| < |v|. Then v ≠ 0, and we set r = −u/v, so that |r| < 1. The sequence a_n = r^n solves the recursion, has a_0 = 1, and satisfies

∑ |a_n|² = 1/(1 − |r|²).

After normalisation, the outermost row carries the weight 1 − |r|².

```lean
/-- If the amplitudes `u` and `v` are not both zero, an edge state exists exactly when
`u` is smaller in modulus than `v`. -/
theorem hasEdgeState_iff {u v : ℂ} (huv : u ≠ 0 ∨ v ≠ 0) :
    HasEdgeState u v ↔ ‖u‖ < ‖v‖ := by
  constructor
  · rintro ⟨a, ha0, ha, hs⟩
    by_contra hlt
    have hle : ‖v‖ ≤ ‖u‖ := not_lt.mp hlt
    have hu : 0 < ‖u‖ := by
      rcases huv with h | h
      · exact norm_pos_iff.mpr h
      · exact lt_of_lt_of_le (norm_pos_iff.mpr h) hle
    -- the moduli cannot decrease into the bulk
    have hstep : ∀ n, ‖a n‖ ≤ ‖a (n + 1)‖ := by
      intro n
      have e : ‖u‖ * ‖a n‖ = ‖v‖ * ‖a (n + 1)‖ := by
        rw [← norm_mul, ← norm_mul, eq_neg_of_add_eq_zero_left (ha n), norm_neg]
      have h2 := mul_le_mul_of_nonneg_right hle (norm_nonneg (a (n + 1)))
      exact le_of_mul_le_mul_left (by linarith) hu
    have hmono : Monotone (fun n => ‖a n‖ ^ 2) :=
      monotone_nat_of_le_succ fun n => pow_le_pow_left₀ (norm_nonneg _) (hstep n) 2
    -- yet they tend to zero, so they all vanish
    apply ha0
    funext n
    have h0 : ‖a n‖ ^ 2 ≤ 0 := hmono.ge_of_tendsto hs.tendsto_atTop_zero n
    have h1 : ‖a n‖ = 0 := by nlinarith [norm_nonneg (a n)]
    exact norm_eq_zero.mp h1
  · intro h
    have hv : v ≠ 0 := norm_pos_iff.mp (lt_of_le_of_lt (norm_nonneg u) h)
    obtain ⟨r, hr⟩ : ∃ r : ℂ, v * r = -u := ⟨-u / v, by field_simp⟩
    have hn : ‖v‖ * ‖r‖ = ‖u‖ := by rw [← norm_mul, hr, norm_neg]
    have hr1 : ‖r‖ < 1 := by
      by_contra h'
      have h2 := mul_le_mul_of_nonneg_left (not_lt.mp h') (norm_nonneg v)
      linarith
    -- the decaying geometric sequence is the edge state
    refine ⟨fun n => r ^ n, fun h0 => by simpa using congrFun h0 0, fun n => ?_, ?_⟩
    · linear_combination r ^ n * hr
    · have e : (fun n : ℕ => ‖r ^ n‖ ^ 2) = fun n => (‖r‖ ^ 2) ^ n := by
        funext n
        rw [norm_pow, ← pow_mul, ← pow_mul, mul_comm]
      rw [e]
      exact summable_geometric_of_lt_one (sq_nonneg _) (by nlinarith [norm_nonneg r])
```

In the first half of the proof, `hstep` is the inequality between neighbouring rows, `hmono` extends it to the squared moduli, and `ge_of_tendsto` bounds each term by the limit zero. In the second half, `linear_combination` checks the recursion for r^n, and the geometric series supplies summability.

**Q:** Why the condition `huv`?

**A:** If u = v = 0, every sequence solves the recursion, so a state exists although 0 < 0 is false. Neither edge meets this case, because one coefficient is always 1.

**Q:** At k = π the pair of bonds cancels. Does the criterion survive that?

**A:** Yes. The zigzag equation becomes a_(n+1) = 0 and leaves a_0 free, so the state sits entirely on the outermost row. The bearded equation becomes a_n = 0, which leaves nothing. The criterion gives the same answers: 0 < 1 holds and 1 < 0 fails.

**Q:** Now turn moduli into momenta.

**A:** Expand the square:

|1 + exp(ik)|² = (1 + cos k)² + sin² k = 2 + 2 cos k.

```lean
/-- The squared modulus of `1 + exp(ik)` is `2 + 2 cos k`. -/
theorem norm_sq_pairHopping (k : ℝ) : ‖pairHopping k‖ ^ 2 = 2 + 2 * Real.cos k := by
  rw [Complex.sq_norm, Complex.normSq_apply]
  simp only [pairHopping, Complex.add_re, Complex.add_im, Complex.one_re, Complex.one_im,
    Complex.exp_ofReal_mul_I_re, Complex.exp_ofReal_mul_I_im]
  nlinarith [Real.sin_sq_add_cos_sq k]
```

The proof writes out real and imaginary parts and uses sin² k + cos² k = 1. The zigzag condition |1 + exp(ik)| < 1 therefore means cos k < −1/2, and the bearded condition 1 < |1 + exp(ik)| means cos k > −1/2.

On [0, π] the cosine decreases strictly and equals −1/2 at 2π/3. So it lies below −1/2 exactly beyond that point, and above it exactly before. The next proof compares x with 2π/3 in three cases.

```lean
/-- On the half zone `[0, π]`, `cos x` is below `-1/2` exactly beyond `2π/3`, and above
`-1/2` exactly before it. -/
theorem cos_half_zone {x : ℝ} (h0 : 0 ≤ x) (h1 : x ≤ π) :
    (Real.cos x < -1 / 2 ↔ 2 * π / 3 < x) ∧ (-1 / 2 < Real.cos x ↔ x < 2 * π / 3) := by
  have hp := Real.pi_pos
  have hc : Real.cos (2 * π / 3) = -1 / 2 := by
    rw [show 2 * π / 3 = π - π / 3 by ring, Real.cos_pi_sub, Real.cos_pi_div_three]
    norm_num
  rcases lt_trichotomy x (2 * π / 3) with h | h | h
  · have hx := Real.cos_lt_cos_of_nonneg_of_le_pi h0 (by linarith) h
    rw [hc] at hx
    exact ⟨⟨fun _ => by linarith, fun _ => by linarith⟩, ⟨fun _ => h, fun _ => hx⟩⟩
  · rw [h, hc]
    simp
  · have hx := Real.cos_lt_cos_of_nonneg_of_le_pi (by linarith) h1 h
    rw [hc] at hx
    exact ⟨⟨fun _ => h, fun _ => hx⟩, ⟨fun _ => by linarith, fun _ => by linarith⟩⟩
```

For k in [π, 2π], use cos k = cos(2π − k). The reflected momentum lies in [0, π], and 2π − k > 2π/3 means k < 4π/3. Together the two halves give, for k in [0, 2π]:

zigzag state: 2π/3 < k < 4π/3

bearded state: k < 2π/3 or k > 4π/3

```lean
/-- For `k` in `[0, 2π]`, the zigzag edge has a zero-energy edge state exactly for
`2π/3 < k < 4π/3`, and the bearded edge exactly for `k < 2π/3` or `k > 4π/3`. -/
theorem edge_states_iff {k : ℝ} (hk : k ∈ Set.Icc 0 (2 * π)) :
    (ZigzagState k ↔ 2 * π / 3 < k ∧ k < 4 * π / 3) ∧
    (BeardedState k ↔ k < 2 * π / 3 ∨ 4 * π / 3 < k) := by
  have hp := Real.pi_pos
  have hsq := norm_sq_pairHopping k
  have hn := norm_nonneg (pairHopping k)
  have hz : ZigzagState k ↔ Real.cos k < -1 / 2 := by
    rw [ZigzagState, hasEdgeState_iff (Or.inr one_ne_zero), norm_one]
    constructor <;> intro h <;> nlinarith
  have hb : BeardedState k ↔ -1 / 2 < Real.cos k := by
    rw [BeardedState, hasEdgeState_iff (Or.inl one_ne_zero), norm_one]
    constructor <;> intro h <;> nlinarith
  rw [hz, hb]
  rcases le_total k π with h | h
  · obtain ⟨h1, h2⟩ := cos_half_zone hk.1 h
    rw [h1, h2]
    refine ⟨⟨fun h' => ⟨h', by linarith⟩, fun h' => h'.1⟩, ⟨Or.inl, ?_⟩⟩
    rintro (h' | h') <;> linarith
  · -- reflect the second half of the zone onto the first
    obtain ⟨h1, h2⟩ := cos_half_zone (x := 2 * π - k) (by linarith [hk.2]) (by linarith)
    rw [Real.cos_two_pi_sub] at h1 h2
    rw [h1, h2]
    refine ⟨⟨fun h' => ⟨by linarith, by linarith⟩, fun h' => by linarith [h'.2]⟩,
      ⟨fun h' => Or.inr (by linarith), ?_⟩⟩
    rintro (h' | h') <;> linarith
```

Here `hz` and `hb` translate the two edge conditions into cosine inequalities, with `nlinarith` passing between moduli and squares. The split at π then applies `cos_half_zone` directly or after reflection.

**Q:** Give me one momentum that I can check with a pencil.

**A:** Take k = π/2, where 1 + exp(ik) = 1 + i has modulus √2. The zigzag recursion multiplies the amplitude by −(1 + i) per row, so the weights grow as 1, 2, 4, … and no state exists. The bearded recursion multiplies it by −1/(1 + i) = (−1 + i)/2, so the weights fall as 1, 1/2, 1/4, …, with sum 2. Normalised, they are 1/2, 1/4, 1/8, …, and half the electron sits on the outermost row. This agrees with π/2 < 2π/3.

**Q:** "One third of the zone" sounds like a count of states. What is being measured?

**A:** The length of the set of momenta at which a state exists, as Lebesgue measure. The zigzag interval has length 4π/3 − 2π/3 = 2π/3, one third of 2π. The bearded set consists of two intervals of length 2π/3 each, which makes two thirds. The zone here is the one-dimensional Brillouin zone of momenta along the edge, written as the closed interval [0, 2π]; its ends represent the same momentum, but a single point has no length.

```lean
/-- The momenta in `[0, 2π]` with a zigzag edge state fill one third of the zone. -/
theorem volume_zigzag :
    volume {k | k ∈ Set.Icc 0 (2 * π) ∧ ZigzagState k} =
      ENNReal.ofReal (1 / 3) * volume (Set.Icc 0 (2 * π)) := by
  have hp := Real.pi_pos
  have hS : {k | k ∈ Set.Icc 0 (2 * π) ∧ ZigzagState k} =
      Set.Ioo (2 * π / 3) (4 * π / 3) := by
    ext k
    constructor
    · rintro ⟨hk, h⟩
      exact (edge_states_iff hk).1.mp h
    · rintro ⟨h1, h2⟩
      have hk : k ∈ Set.Icc 0 (2 * π) := ⟨by linarith, by linarith⟩
      exact ⟨hk, (edge_states_iff hk).1.mpr ⟨h1, h2⟩⟩
  rw [hS, Real.volume_Ioo, Real.volume_Icc, ← ENNReal.ofReal_mul (by norm_num)]
  congr 1
  ring

/-- The momenta in `[0, 2π]` with a bearded edge state fill two thirds of the zone. -/
theorem volume_bearded :
    volume {k | k ∈ Set.Icc 0 (2 * π) ∧ BeardedState k} =
      ENNReal.ofReal (2 / 3) * volume (Set.Icc 0 (2 * π)) := by
  have hp := Real.pi_pos
  have hS : {k | k ∈ Set.Icc 0 (2 * π) ∧ BeardedState k} =
      Set.Ico 0 (2 * π / 3) ∪ Set.Ioc (4 * π / 3) (2 * π) := by
    ext k
    constructor
    · rintro ⟨hk, h⟩
      rcases (edge_states_iff hk).2.mp h with h' | h'
      · exact Or.inl ⟨hk.1, h'⟩
      · exact Or.inr ⟨h', hk.2⟩
    · rintro (⟨h1, h2⟩ | ⟨h1, h2⟩)
      · have hk : k ∈ Set.Icc 0 (2 * π) := ⟨h1, by linarith⟩
        exact ⟨hk, (edge_states_iff hk).2.mpr (Or.inl h2)⟩
      · have hk : k ∈ Set.Icc 0 (2 * π) := ⟨by linarith, h2⟩
        exact ⟨hk, (edge_states_iff hk).2.mpr (Or.inr h1)⟩
  have hd : Disjoint (Set.Ico 0 (2 * π / 3)) (Set.Ioc (4 * π / 3) (2 * π)) :=
    Set.disjoint_left.mpr fun k h1 h2 => by linarith [h1.2, h2.1]
  rw [hS, measure_union hd measurableSet_Ioc, Real.volume_Ico, Real.volume_Ioc,
    Real.volume_Icc, ← ENNReal.ofReal_add (by linarith) (by linarith),
    ← ENNReal.ofReal_mul (by norm_num)]
  congr 1
  ring
```

Each proof first identifies the set with explicit intervals through `edge_states_iff`, then computes lengths. The bearded case also needs the two intervals to be disjoint. `ENNReal.ofReal` only places the fractions in the extended nonnegative reals, where measures take their values.

**Q:** At 2π/3 and 4π/3 neither edge has a state. Is that physics, or an accident of strict inequalities?

**A:** It is physics. At any other fixed k, a gap separates the two bulk bands; at these two momenta it closes. A bulk wave a_n = exp(iqn), with transverse momentum q, solves the zigzag recursion when

1 + exp(ik) + exp(iq) = 0.

The left side is the Bloch function, whose modulus gives the bulk energies ± in units of the hopping. By the criterion, both edges lack a state exactly when |1 + exp(ik)| = 1. In that case −(1 + exp(ik)) is a pure phase, and its argument is the required q. Conversely, if some exp(iq) cancels 1 + exp(ik), the latter has modulus 1. This holds for every real k.

```lean
/-- Both edges lack a zero-energy edge state at momentum `k` exactly when the bulk Bloch
function `1 + exp(ik) + exp(iq)` vanishes for some real transverse momentum `q`. -/
theorem no_edge_state_iff_bulk_zero (k : ℝ) :
    (¬ ZigzagState k ∧ ¬ BeardedState k) ↔
      ∃ q : ℝ, pairHopping k + Complex.exp (q * Complex.I) = 0 := by
  rw [ZigzagState, BeardedState, hasEdgeState_iff (Or.inr one_ne_zero),
    hasEdgeState_iff (Or.inl one_ne_zero), norm_one]
  constructor
  · rintro ⟨h1, h2⟩
    have h : ‖pairHopping k‖ = 1 := le_antisymm (not_lt.mp h2) (not_lt.mp h1)
    -- the phase of `-(1 + exp(ik))` is the transverse momentum
    refine ⟨Complex.arg (-pairHopping k), ?_⟩
    have e := Complex.norm_mul_exp_arg_mul_I (-pairHopping k)
    rw [norm_neg, h, Complex.ofReal_one, one_mul] at e
    rw [e, add_neg_cancel]
  · rintro ⟨q, hq⟩
    have h : ‖pairHopping k‖ = 1 := by
      rw [eq_neg_of_add_eq_zero_left hq, norm_neg, Complex.norm_exp_ofReal_mul_I]
    rw [h]
    exact ⟨lt_irrefl _, lt_irrefl _⟩

end

end GrapheneEdges
```

In Lean, `Complex.arg` supplies q in one direction, and the unit modulus of exp(iq) settles the other.

**Q:** So what may I take from this to a real ribbon?

**A:** For a wide ribbon in the non-interacting nearest-neighbour model, it tells you at which edge momenta to look for bands close to zero energy. The theorems themselves concern a single edge of a half-infinite sheet with equal hoppings and no on-site potentials. They say nothing about a finite width, where two edges can couple, or about second-neighbour hopping, edge relaxation or electron repulsion.

```lean
#print axioms GrapheneEdges.volume_zigzag
-- 'GrapheneEdges.volume_zigzag' depends on axioms: [propext, Classical.choice, Quot.sound]
#print axioms GrapheneEdges.volume_bearded
-- 'GrapheneEdges.volume_bearded' depends on axioms: [propext, Classical.choice, Quot.sound]
#print axioms GrapheneEdges.no_edge_state_iff_bulk_zero
-- 'GrapheneEdges.no_edge_state_iff_bulk_zero' depends on axioms: [propext, Classical.choice, Quot.sound]
```
